# For orthonormal orbitals, squaring a Hermitian dipole before projection never gives less than squaring it afterwards, and the two matrices are equal exactly when the dipole preserves the orbital space

## Two self-energies for one molecule in a cavity

I have a molecule coupled to one cavity mode, and its Hamiltonian contains the dipole self-energy, half the square of the coupled dipole. In QED Hartree-Fock I need the one-electron part of that square. I can take it from second-moment integrals $\langle p|d^2|q\rangle$, or I can multiply dipole integrals, $\sum_r \langle p|d|r\rangle\langle r|d|q\rangle$, with $r$ running over my orthonormal orbital basis. With identical occupied orbitals the two routes give me different energies, and the gap shrinks when I add basis functions. Is this a bug? If not, does the difference have a definite sign, and when is it zero?

## The gap measures what the dipole pushes out of the basis

It is not a bug. The product route inserts $\sum_r |r\rangle\langle r|$ between the two dipoles as if it were the identity, and so it loses whatever part of $d|q\rangle$ lies outside your orbital space. The lost part enters as a squared norm, which fixes the sign: the second-moment value is never the smaller one.

**The difference as an overlap matrix.** Take a large but finite orthonormal basis as the full one-electron space, and let $d=d^\dagger$ be the dipole matrix in it, with the polarisation and coupling strength absorbed. The columns of $V$ hold the coefficients of your orbitals, with $V^\dagger V=1$. Define

$$D=V^\dagger dV,\qquad M=V^\dagger d^2V,\qquad \Delta=M-D^2,\qquad L=dV-VD.$$

Here $D$ is the projected dipole, $M$ holds the second-moment integrals, and $\Delta$ is your discrepancy, called the defect below. Each column of $L$, the leakage, is the dipole applied to one orbital, minus the expansion of the result in the orbitals. It is orthogonal to all of them:

$$V^\dagger L=V^\dagger dV-(V^\dagger V)D=D-D=0.$$

Since $d$ and $D$ are Hermitian, $L^\dagger=V^\dagger d-DV^\dagger$. The second term contributes nothing when multiplied by $L$, so

$$L^\dagger L=V^\dagger dL=V^\dagger d^2V-(V^\dagger dV)D=M-D^2=\Delta.$$

For any coefficient vector $x$ this gives $x^\dagger\Delta x=\|Lx\|^2\ge 0$, so $\Delta$ is positive semidefinite.

**When it vanishes.** If $\Delta=0$, then $\|Lx\|=0$ for every $x$, so $L=0$. Then $dVx=V(Dx)$, and $d$ maps the span of the orbitals into itself. Conversely, suppose that for each $x$ there is a $y$ with $dVx=Vy$. Multiplying by $V^\dagger$ gives $y=Dx$, hence $Lx=dVx-VDx=Vy-Vy=0$. This holds for all $x$, so $L=0$ and $\Delta=0$.

**The energy gap.** Let the columns of $C$ be the coefficients of the occupied spin orbitals in the basis $V$. The two self-energies differ by

$$\tfrac12\operatorname{Re}\operatorname{tr}(C^\dagger\Delta C)=\tfrac12\operatorname{Re}\operatorname{tr}\big((LC)^\dagger LC\big)=\tfrac12\sum_{i,j}|(LC)_{ij}|^2 .$$

The gap is zero exactly when $LC=0$, that is, when the dipole takes every occupied orbital into the span of the basis $V$. This can happen even if $\Delta\neq 0$, because the unoccupied orbitals do not enter.

**Enlarging the basis.** Let a smaller set of orbitals be $VU$, with $U^\dagger U=1$. Its defect is $U^\dagger MU-(U^\dagger DU)^2$. Adding and subtracting $U^\dagger D^2U$ gives

$$\Delta_{VU}=U^\dagger\Delta_V U+\big[U^\dagger D^2U-(U^\dagger DU)^2\big].$$

The bracket is the defect of $U$ for the Hermitian matrix $D$, so it is positive semidefinite. Between the same orbitals, the larger basis therefore has the smaller defect, or an equal one. This accounts for the trend you see as long as the occupied orbitals are held fixed. If they are reoptimised in the larger basis, the inequality no longer compares the same orbitals, and the gap need not shrink.

**Two levels.** Let two orbitals have permanent dipoles $a$ and $c$ and transition dipole $b$, and keep only the first. Then $M=a^2+|b|^2$ and $D^2=a^2$, so $\Delta=|b|^2$. The two routes differ whenever the transition dipole to the omitted orbital is nonzero.

**Numbers.** Take three basis functions and keep the first two:

$$d=\begin{pmatrix}1&2&0\\2&0&1\\0&1&-1\end{pmatrix},\quad M=\begin{pmatrix}5&2\\2&5\end{pmatrix},\quad D^2=\begin{pmatrix}1&2\\2&0\end{pmatrix}^2=\begin{pmatrix}5&2\\2&4\end{pmatrix},\quad \Delta=\begin{pmatrix}0&0\\0&1\end{pmatrix}.$$

The only nonzero entry of $L$ is the 1 that connects the second orbital to the omitted third function, and $L^\dagger L$ reproduces $\Delta$. With one electron in $(1,1)^T/\sqrt2$, the self-energies are $7/2$ from second moments and $13/4$ from products. The gap of $1/4$ is half of $|1/\sqrt2|^2$. If you keep the first function alone, its defect is $5-1=4$; in the two-function basis the same orbital has defect $0$.

**What the Lean statements say.** The letters `n`, `m` and `k` are finite index types, for the full basis, the orbitals and the occupied orbitals (or the smaller orbital set). `Vᴴ` is the conjugate transpose. The definitions `projectedDipole`, `secondMoment`, `defect` and `leakage` are $D$, $M$, $\Delta$ and $L$; the last two names are descriptive labels, not textbook terms.

The central theorem is `defect_posSemidef_and_eq_zero_iff`. Its hypotheses are `hd`, that the dipole is Hermitian, and `hV`, that the orbitals are orthonormal. It concludes that `defect V d` is positive semidefinite, and that it is zero if and only if $v\mapsto dv$ sends the set of all vectors $Vx$ into itself, which is what `Set.MapsTo` expresses.

`selfEnergy` carries the factor $\tfrac12$ and no spin factor, so a closed-shell calculation in spatial orbitals needs an additional 2. `selfEnergy_difference` holds for any `C`, orthonormal or not; orthonormal columns give the Hartree-Fock reading. `defect_antitone` says that $\Delta_{VU}-U^\dagger\Delta_VU$ is positive semidefinite. It assumes orthonormal columns only for `U`, though the interpretation as nested orbital bases also takes those of `V` to be orthonormal. For atomic orbitals with overlap matrix $S\neq 1$, orthonormalise first; if $B$ is the dipole matrix in the original functions, the product route is then $BS^{-1}B$ in those functions, not $BB$.

The step from this model to your molecule is the replacement of the dipole operator, which is unbounded on an infinite-dimensional space, by a finite Hermitian matrix. Your analytic second-moment integrals belong to the operator. Ordinary analysis, separate from the Lean theorems, suggests what to expect there: a position component has no square-integrable eigenfunctions, so no nonempty finite set of orbitals spans a space that it preserves, and the defect matrix of a finite Gaussian basis is never exactly zero. The energy gap can still vanish for particular occupied orbitals.

```lean
import Mathlib

open Matrix
open scoped ComplexOrder

namespace QEDHartreeFock.DipoleProjection

noncomputable section

variable {n m k : Type*} [Fintype n] [Fintype m] [Fintype k]

/-- The dipole matrix `Vᴴ d V` in the orbitals whose coefficients are the columns of `V`. -/
def projectedDipole (V : Matrix n m ℂ) (d : Matrix n n ℂ) : Matrix m m ℂ :=
  Vᴴ * d * V

/-- The second-moment integrals `Vᴴ d² V`: the dipole is squared in the full space and
then projected onto the orbitals. -/
def secondMoment (V : Matrix n m ℂ) (d : Matrix n n ℂ) : Matrix m m ℂ :=
  Vᴴ * (d * d) * V

/-- The second-moment integrals minus the square of the projected dipole. -/
def defect (V : Matrix n m ℂ) (d : Matrix n n ℂ) : Matrix m m ℂ :=
  secondMoment V d - projectedDipole V d * projectedDipole V d

/-- The leakage `d V - V (Vᴴ d V)`: for orthonormal orbitals, what remains of the dipole acting on
them after its expansion in the same orbitals is subtracted. -/
def leakage (V : Matrix n m ℂ) (d : Matrix n n ℂ) : Matrix n m ℂ :=
  d * V - V * projectedDipole V d

/-- The one-electron dipole self-energy `½ Re tr(Cᴴ Q C)` of occupied orbitals with
coefficients `C`, for a given matrix `Q` of the squared dipole. -/
def selfEnergy (Q : Matrix m m ℂ) (C : Matrix m k ℂ) : ℝ :=
  (1 / 2) * (trace (Cᴴ * Q * C)).re

/-- For orthonormal orbitals, the leakage is orthogonal to every orbital. -/
theorem leakage_orthogonal [DecidableEq m] {V : Matrix n m ℂ} (d : Matrix n n ℂ)
    (hV : Vᴴ * V = 1) : Vᴴ * leakage V d = 0 := by
  rw [leakage, Matrix.mul_sub, ← Matrix.mul_assoc Vᴴ V, hV, Matrix.one_mul,
    projectedDipole, Matrix.mul_assoc, sub_self]

/-- For a Hermitian dipole and orthonormal orbitals, the defect is the overlap matrix of
the leakage vectors. -/
theorem defect_eq_leakage_overlap [DecidableEq m] {V : Matrix n m ℂ} {d : Matrix n n ℂ}
    (hd : d.IsHermitian) (hV : Vᴴ * V = 1) :
    defect V d = (leakage V d)ᴴ * leakage V d := by
  have hL : (leakage V d)ᴴ = Vᴴ * d - projectedDipole V d * Vᴴ := by
    simp only [leakage, projectedDipole, conjTranspose_sub, conjTranspose_mul,
      conjTranspose_conjTranspose, hd.eq, Matrix.mul_assoc]
  -- the component of the leakage along the orbitals drops out
  rw [hL, Matrix.sub_mul, Matrix.mul_assoc (projectedDipole V d),
    leakage_orthogonal d hV, Matrix.mul_zero, sub_zero]
  simp only [defect, secondMoment, leakage, projectedDipole, Matrix.mul_sub,
    Matrix.mul_assoc]

/-- For a Hermitian dipole and orthonormal orbitals, the second-moment integrals minus the
squared projected dipole form a positive semidefinite matrix, which vanishes exactly when
the dipole maps the orbital space into itself. -/
theorem defect_posSemidef_and_eq_zero_iff [DecidableEq m] {V : Matrix n m ℂ}
    {d : Matrix n n ℂ} (hd : d.IsHermitian) (hV : Vᴴ * V = 1) :
    (defect V d).PosSemidef ∧
      (defect V d = 0 ↔ Set.MapsTo (fun v => d *ᵥ v)
        (Set.range fun x => V *ᵥ x) (Set.range fun x => V *ᵥ x)) := by
  rw [defect_eq_leakage_overlap hd hV]
  refine ⟨posSemidef_conjTranspose_mul_self _, ?_⟩
  rw [conjTranspose_mul_self_eq_zero]
  constructor
  · intro h
    have h' : d * V = V * projectedDipole V d := sub_eq_zero.mp h
    rintro _ ⟨x, rfl⟩
    refine ⟨projectedDipole V d *ᵥ x, ?_⟩
    change V *ᵥ (projectedDipole V d *ᵥ x) = d *ᵥ (V *ᵥ x)
    rw [mulVec_mulVec, mulVec_mulVec, h']
  · intro h
    have key : ∀ x, leakage V d *ᵥ x = 0 := by
      intro x
      obtain ⟨y, hy'⟩ := h (Set.mem_range_self x)
      have hy : V *ᵥ y = d *ᵥ (V *ᵥ x) := hy'
      -- the coefficients of the image are fixed by the projected dipole
      have hp : projectedDipole V d *ᵥ x = y := by
        calc projectedDipole V d *ᵥ x = Vᴴ *ᵥ (d *ᵥ (V *ᵥ x)) := by
              simp only [projectedDipole, mulVec_mulVec, Matrix.mul_assoc]
          _ = y := by rw [← hy, mulVec_mulVec, hV, one_mulVec]
      rw [leakage, sub_mulVec, ← mulVec_mulVec, ← mulVec_mulVec, hp, hy, sub_self]
    ext i j
    have hij := congrFun (key (Pi.single j 1)) i
    simpa [mulVec_single_one] using hij

/-- For a Hermitian dipole and orthonormal orbitals, the self-energy from second-moment
integrals exceeds the one from products of projected dipoles by half the squared norm of
the leakage of the occupied orbitals. -/
theorem selfEnergy_difference [DecidableEq m] {V : Matrix n m ℂ} {d : Matrix n n ℂ}
    (hd : d.IsHermitian) (hV : Vᴴ * V = 1) (C : Matrix m k ℂ) :
    selfEnergy (secondMoment V d) C
        - selfEnergy (projectedDipole V d * projectedDipole V d) C
      = (1 / 2) * ∑ i, ∑ j, ‖(leakage V d * C) i j‖ ^ 2 := by
  have h : Cᴴ * secondMoment V d * C
      - Cᴴ * (projectedDipole V d * projectedDipole V d) * C
      = (leakage V d * C)ᴴ * (leakage V d * C) := by
    rw [← Matrix.sub_mul, ← Matrix.mul_sub]
    change Cᴴ * defect V d * C = _
    rw [defect_eq_leakage_overlap hd hV, conjTranspose_mul]
    simp only [Matrix.mul_assoc]
  -- the trace of an overlap matrix is a sum of squared moduli
  have ht : ∀ A : Matrix n k ℂ, (trace (Aᴴ * A)).re = ∑ i, ∑ j, ‖A i j‖ ^ 2 := by
    intro A
    rw [Finset.sum_comm]
    simp only [trace, diag_apply, mul_apply, conjTranspose_apply, Complex.re_sum]
    refine Finset.sum_congr rfl fun j _ => Finset.sum_congr rfl fun i _ => ?_
    rw [Complex.sq_norm, Complex.normSq_apply]
    simp [Complex.mul_re]
  simp only [selfEnergy]
  rw [← mul_sub, ← Complex.sub_re, ← trace_sub, h, ht]

/-- For orbitals `V U` built from a larger set `V`, the defect is that of `V` taken between
the new orbitals, plus the defect of `U` for the dipole already projected onto `V`. -/
theorem defect_nested (V : Matrix n m ℂ) (U : Matrix m k ℂ) (d : Matrix n n ℂ) :
    defect (V * U) d = Uᴴ * defect V d * U + defect U (projectedDipole V d) := by
  simp only [defect, secondMoment, projectedDipole, conjTranspose_mul, Matrix.mul_sub,
    Matrix.sub_mul, Matrix.mul_assoc]
  abel

/-- For a Hermitian dipole and `U` with orthonormal columns, the defect of the smaller set
`V U` is at least the defect of the larger set `V` taken between the same orbitals. -/
theorem defect_antitone [DecidableEq k] (V : Matrix n m ℂ) {U : Matrix m k ℂ}
    {d : Matrix n n ℂ} (hd : d.IsHermitian) (hU : Uᴴ * U = 1) :
    (defect (V * U) d - Uᴴ * defect V d * U).PosSemidef := by
  have hp : (projectedDipole V d).IsHermitian := by
    unfold Matrix.IsHermitian
    simp only [projectedDipole, conjTranspose_mul, conjTranspose_conjTranspose, hd.eq,
      Matrix.mul_assoc]
  rw [defect_nested, add_sub_cancel_left]
  exact (defect_posSemidef_and_eq_zero_iff hp hU).1

/-- The dipole matrix of two orbitals with permanent dipoles `a`, `c` and transition
dipole `b`. -/
def twoLevelDipole (a c : ℝ) (b : ℂ) : Matrix (Fin 2) (Fin 2) ℂ :=
  !![(a : ℂ), b; star b, (c : ℂ)]

/-- The coefficient matrix that keeps only the first of two orbitals. -/
def firstOrbital : Matrix (Fin 2) (Fin 1) ℂ :=
  !![1; 0]

/-- The two-level dipole is Hermitian, the single kept orbital is normalised, and the defect
is the squared modulus of the transition dipole to the omitted orbital. -/
theorem twoLevel_witness (a c : ℝ) (b : ℂ) :
    (twoLevelDipole a c b).IsHermitian ∧ firstOrbitalᴴ * firstOrbital = 1 ∧
      defect firstOrbital (twoLevelDipole a c b) = !![((‖b‖ ^ 2 : ℝ) : ℂ)] := by
  refine ⟨?_, ?_, ?_⟩
  · apply Matrix.IsHermitian.ext
    intro i j
    fin_cases i <;> fin_cases j <;> simp [twoLevelDipole]
  · ext i j
    fin_cases i
    fin_cases j
    simp [firstOrbital, Matrix.mul_apply, Fin.sum_univ_succ]
  · have hb : b * star b = ((‖b‖ ^ 2 : ℝ) : ℂ) := by
      rw [Complex.sq_norm]
      exact Complex.mul_conj b
    rw [← hb]
    ext i j
    fin_cases i
    fin_cases j
    simp [defect, secondMoment, projectedDipole, firstOrbital, twoLevelDipole,
      Matrix.mul_apply, Fin.sum_univ_succ]

end

end QEDHartreeFock.DipoleProjection
```

```lean
#print axioms QEDHartreeFock.DipoleProjection.defect_posSemidef_and_eq_zero_iff
-- 'QEDHartreeFock.DipoleProjection.defect_posSemidef_and_eq_zero_iff' depends on axioms: [propext, Classical.choice, Quot.sound]
#print axioms QEDHartreeFock.DipoleProjection.selfEnergy_difference
-- 'QEDHartreeFock.DipoleProjection.selfEnergy_difference' depends on axioms: [propext, Classical.choice, Quot.sound]
#print axioms QEDHartreeFock.DipoleProjection.defect_antitone
-- 'QEDHartreeFock.DipoleProjection.defect_antitone' depends on axioms: [propext, Classical.choice, Quot.sound]
```

**From the algebra to the Lean proof.** `leakage_orthogonal` is the computation $V^\dagger L=0$: it distributes the product and replaces $V^\dagger V$ by 1. In `defect_eq_leakage_overlap`, the auxiliary statement `hL` is the formula for $L^\dagger$, where Hermiticity enters. The following rewrite removes the term $DV^\dagger L$ by orthogonality, and expanding the definitions identifies what remains with $M-D^2$.

The central theorem first replaces the defect by $L^\dagger L$. Mathlib supplies both that such a product is positive semidefinite and that it is zero only if $L$ is. For the forward direction of the equivalence, $L=0$ is read as $dV=VD$, and $Dx$ is given as the coefficient vector of the image. For the converse, `hp` is the step $y=Dx$, and `key` concludes $Lx=0$ for every $x$. Applying `key` to the unit vectors `Pi.single j 1` picks out the columns of $L$ and shows that each entry is zero.

In `selfEnergy_difference`, `h` writes the difference of the two matrices as $(LC)^\dagger LC$, and `ht` turns the real part of the trace of any $A^\dagger A$ into a sum of squared moduli. `defect_nested` expands both sides and lets `abel` cancel the added and subtracted term; it needs neither Hermiticity nor orthonormality. `defect_antitone` checks that $D$ is Hermitian, subtracts the common term, and applies the central theorem to `U` and $D$. `twoLevel_witness` computes entry by entry, with `hb` supplying $b\bar b=|b|^2$.

**What this means for your calculation.** Within the finite-basis model, and for fixed occupied orbitals, going from products to second moments changes the QED Hartree-Fock one-electron self-energy by the nonnegative amount $\tfrac12\operatorname{Re}\operatorname{tr}(C^\dagger\Delta C)$, which you can compute from the two sets of integrals. Second-moment integrals are the matrix elements of $d^2$ itself, whereas the product route squares a dipole already restricted to your basis. When you compare energies between two programs, check that both use the same route.
